# The Kramers recombination sum grows as $\tfrac12\ln(1/e)$ at low electron energy

In Kramers' approximation, the relative strengths for capturing a slow electron into the shells of hydrogen have a sum that grows as half the logarithm of the inverse electron energy. With $e$ in rydbergs, and without the factor common to all shells (proportional to $1/e$ in the cross section), the sum is

$$F(e)=\sum_{n\ge 1}\frac{1}{n(1+n^2e)},$$

and I expect it to converge for every $e>0$, with $F(e)/\ln(1/e)\to\tfrac12$ as $e\to0^+$. My argument is that shells up to $n\sim e^{-1/2}$ contribute about $1/n$ each and the higher ones only a bounded amount in total. Can this be made rigorous and checked by machine, preferably with the next term?

## Comparing the shell sum with an integral

Yes, and the next term is the Euler–Mascheroni constant $\gamma$: $F(e)-\tfrac12\ln(1/e)\to\gamma$.

Capture into shell $n$ emits a photon of energy $\omega=e+1/n^2$ and has relative strength $1/(n^3\omega)$. Since $n^3\omega=n(1+n^2e)$, this is the summand above. Let the shell number be a real variable $x>0$ and set

$$f_e(x)=\frac1{x(1+x^2e)},\qquad P_e(x)=\ln x-\tfrac12\ln(1+x^2e).$$

Then $P_e'(x)=\frac1x-\frac{xe}{1+x^2e}=f_e(x)$. By the mean value theorem, $P_e(n+1)-P_e(n)=f_e(c)$ for some $c$ between $n$ and $n+1$. As $f_e$ decreases,

$$f_e(n+1)\le P_e(n+1)-P_e(n)\le f_e(n).$$

The increments telescope: those from $n=1$ to $N$ add up to $P_e(N+1)-P_e(1)$. For $e>0$, writing $P_e(x)=-\tfrac12\ln(e+1/x^2)$ shows that $P_e(N+1)\to-\tfrac12\ln e$, while $P_e(1)=-\tfrac12\ln(1+e)$. The total is therefore $\tfrac12\ln(1+1/e)$. The left inequality gives convergence of $F(e)$, and the two together give

$$\tfrac12\ln(1+1/e)\le F(e)\le\tfrac12\ln(1+1/e)+\frac1{1+e}.$$

For the constant, define the excess $d_n(e)=f_e(n)-[P_e(n+1)-P_e(n)]$. It satisfies $0\le d_n(e)\le f_e(n)-f_e(n+1)$, and

$$f_e(n)-f_e(n+1)=\frac{1+e(3n^2+3n+1)}{n(n+1)(1+n^2e)(1+(n+1)^2e)}\le\frac{3}{n(n+1)}\le\frac3{n^2}.$$

The first inequality holds because three times the product $(1+n^2e)(1+(n+1)^2e)$ is $3+3e(2n^2+2n+1)+3e^2n^2(n+1)^2$, which is at least the numerator.

The bound is summable and independent of $e$, and $d_n(e)\to d_n(0)$ for each $n$. Dominated convergence therefore allows the limit inside the sum. At $e=0$ the first $N$ excesses add up to $\sum_{n=1}^N\frac1n-\ln(N+1)$, which tends to $\gamma$. For $e>0$ all the excesses add up to $F(e)-\tfrac12\ln(1+1/e)$, so this difference tends to $\gamma$ as $e\to0^+$. Because $\tfrac12\ln(1+1/e)=\tfrac12\ln(1/e)+\tfrac12\ln(1+e)$ and the last term vanishes in the limit, $F(e)-\tfrac12\ln(1/e)\to\gamma$ too.

Finally, with $L=\ln(1/e)\to\infty$,

$$\frac{F(e)}{L}=\frac12+\frac{F(e)-L/2}{L}\to\frac12.$$

## Shells, energies and limits in Lean

`kramersTerm e x` is $f_e(x)$, `kramersPrimitive e x` is $P_e(x)$, and `shellExcess e x` is the excess, all for real `x`. `recombinationSum e` is $F(e)$: its index `k` starts at zero, and the shell number is $n=k+1$. Lean assigns the value zero to a divergent infinite sum, so `summable_kramersTerm` is what makes this definition meaningful for every `0 < e`.

The filter `𝓝[>] 0` means that $e$ approaches zero through positive values. `tendsto_recombinationSum_div_log` is the ratio you asked about, `tendsto_recombinationSum_sub_log` gives the constant term, and `recombinationSum_bounds` gives the two-sided estimate at every positive energy.

The Kramers strength is an assumption here, not derived from transition matrix elements. It is a semiclassical form with the quantum correction (the Gaunt factor) set to one. The shells are those of an isolated hydrogen atom, with no upper cutoff from a surrounding plasma. The Kramers cross section is proportional to $F(e)/e$, because the omitted common factor contains $1/e$, so at low energy it grows as $\ln(1/e)/e$. Within this uncut Kramers model, the two-sided bound can serve to check a numerical shell sum in a recombination code, provided that the sum is carried well beyond $n\sim e^{-1/2}$; a sum cut off much earlier falls below the lower bound at low energy.

```lean
import Mathlib

open Filter Topology

namespace KramersRecombination

noncomputable section

/-- Relative Kramers strength for capture of an electron of energy `e` (in rydbergs) into
shell `x`, for `0 ≤ e` and `0 < x`. -/
def kramersTerm (e x : ℝ) : ℝ := 1 / (x * (1 + x ^ 2 * e))

/-- The Kramers recombination sum over all shells `n = k + 1`, for electron energy `0 < e`. -/
def recombinationSum (e : ℝ) : ℝ := ∑' k : ℕ, kramersTerm e ((k : ℝ) + 1)

/-- An antiderivative of the capture strength in the shell variable `x`, for `0 ≤ e`, `0 < x`. -/
def kramersPrimitive (e x : ℝ) : ℝ := Real.log x - Real.log (1 + x ^ 2 * e) / 2

/-- Excess of the strength of shell `x` over the integrated strength between `x` and `x + 1`,
for `0 ≤ e` and `0 < x`. -/
def shellExcess (e x : ℝ) : ℝ :=
  kramersTerm e x - (kramersPrimitive e (x + 1) - kramersPrimitive e x)

/-- The capture strength is one divided by the product of the cubed shell number and the photon
energy `e + 1 / x ^ 2`. -/
theorem kramersTerm_mul_photonEnergy {e x : ℝ} (he : 0 < e) (hx : 0 < x) :
    kramersTerm e x * (x ^ 3 * (e + 1 / x ^ 2)) = 1 := by
  have h1 : x ^ 3 * (1 / x ^ 2) = x := by field_simp
  have h2 : x ^ 3 * (e + 1 / x ^ 2) = x * (1 + x ^ 2 * e) := by linear_combination h1
  have h3 : x * (1 + x ^ 2 * e) ≠ 0 := by positivity
  rw [h2, kramersTerm, one_div_mul_cancel h3]

/-- The derivative of `kramersPrimitive e` with respect to the shell variable is the capture
strength. -/
theorem hasDerivAt_kramersPrimitive {e x : ℝ} (he : 0 ≤ e) (hx : 0 < x) :
    HasDerivAt (kramersPrimitive e) (kramersTerm e x) x := by
  have hne : 1 + x ^ 2 * e ≠ 0 := by positivity
  have h1 : HasDerivAt (fun y : ℝ => 1 + y ^ 2 * e) (2 * x * e) x :=
    (((hasDerivAt_pow 2 x).mul_const e).const_add 1).congr_deriv (by norm_num)
  have h2 := (Real.hasDerivAt_log hx.ne').fun_sub ((h1.log hne).div_const 2)
  refine h2.congr_deriv ?_
  unfold kramersTerm
  field_simp
  ring

/-- The integrated strength between neighbouring shells lies between the strengths of the
two shells. -/
theorem primitive_step_bounds {e x : ℝ} (he : 0 ≤ e) (hx : 0 < x) :
    kramersTerm e (x + 1) ≤ kramersPrimitive e (x + 1) - kramersPrimitive e x ∧
      kramersPrimitive e (x + 1) - kramersPrimitive e x ≤ kramersTerm e x := by
  -- the strength decreases with the shell variable
  have anti : ∀ a b : ℝ, 0 < a → a ≤ b → kramersTerm e b ≤ kramersTerm e a := by
    intro a b ha hab
    have hb : 0 < b := ha.trans_le hab
    unfold kramersTerm
    apply one_div_le_one_div_of_le (by positivity)
    gcongr
  obtain ⟨c, hc, h⟩ := exists_hasDerivAt_eq_slope (kramersPrimitive e) (kramersTerm e)
    (show x < x + 1 by linarith)
    (fun y hy => (hasDerivAt_kramersPrimitive he
      (hx.trans_le hy.1)).continuousAt.continuousWithinAt)
    (fun y hy => hasDerivAt_kramersPrimitive he (hx.trans hy.1))
  rw [add_sub_cancel_left, div_one] at h
  rw [← h]
  exact ⟨anti c (x + 1) (hx.trans hc.1) hc.2.le, anti x c hx hc.1.le⟩

/-- The integrated strengths between neighbouring shells add up to `log (1 + 1 / e) / 2`. -/
theorem hasSum_primitive_steps {e : ℝ} (he : 0 < e) :
    HasSum (fun k : ℕ => kramersPrimitive e ((k : ℝ) + 1 + 1) - kramersPrimitive e ((k : ℝ) + 1))
      (Real.log (1 + 1 / e) / 2) := by
  have hs : ∀ n : ℕ, ∑ k ∈ Finset.range n,
      (kramersPrimitive e ((k : ℝ) + 1 + 1) - kramersPrimitive e ((k : ℝ) + 1)) =
      kramersPrimitive e ((n : ℝ) + 1) - kramersPrimitive e 1 := by
    intro n
    induction n with
    | zero => simp
    | succ n ih =>
      rw [Finset.sum_range_succ, ih]
      push_cast
      ring
  -- the primitive is minus half the logarithm of the photon energy
  have hP : ∀ n : ℕ, kramersPrimitive e ((n : ℝ) + 1) =
      -Real.log (e + (1 / ((n : ℝ) + 1)) ^ 2) / 2 := by
    intro n
    have hn : (0 : ℝ) < (n : ℝ) + 1 := by positivity
    have h1 : e + (1 / ((n : ℝ) + 1)) ^ 2 =
        (1 + ((n : ℝ) + 1) ^ 2 * e) / ((n : ℝ) + 1) ^ 2 := by
      rw [add_div, mul_div_cancel_left₀ _ (pow_pos hn 2).ne', one_div_pow, add_comm]
    rw [h1, Real.log_div (by positivity) (by positivity), Real.log_pow]
    unfold kramersPrimitive
    push_cast
    ring
  have hv : Real.log (1 + 1 / e) / 2 = -Real.log e / 2 - kramersPrimitive e 1 := by
    have h1 : 1 + 1 / e = (1 + e) / e := by
      rw [add_div, div_self he.ne', add_comm]
    rw [h1, Real.log_div (by positivity) he.ne']
    simp only [kramersPrimitive, Real.log_one, one_pow, one_mul]
    ring
  rw [hasSum_iff_tendsto_nat_of_nonneg, hv]
  · simp_rw [hs, hP]
    have h0 : Tendsto (fun n : ℕ => e + (1 / ((n : ℝ) + 1)) ^ 2) atTop (𝓝 e) := by
      simpa using (tendsto_one_div_add_atTop_nhds_zero_nat (𝕜 := ℝ)).pow 2 |>.const_add e
    exact ((h0.log he.ne').neg.div_const 2).sub_const _
  · intro k
    have hk : (0 : ℝ) < (k : ℝ) + 1 := by positivity
    refine le_trans ?_ (primitive_step_bounds he.le hk).1
    unfold kramersTerm
    positivity

/-- The Kramers recombination sum converges at every positive electron energy. -/
theorem summable_kramersTerm {e : ℝ} (he : 0 < e) :
    Summable (fun k : ℕ => kramersTerm e ((k : ℝ) + 1)) := by
  apply (summable_nat_add_iff 1).1
  refine Summable.of_nonneg_of_le (fun k => ?_) (fun k => ?_) (hasSum_primitive_steps he).summable
  · unfold kramersTerm
    positivity
  · push_cast
    exact (primitive_step_bounds he.le (by positivity)).1

/-- At every positive energy the recombination sum exceeds `log (1 + 1 / e) / 2` by at least
zero and at most the ground-shell strength `1 / (1 + e)`. -/
theorem recombinationSum_bounds {e : ℝ} (he : 0 < e) :
    Real.log (1 + 1 / e) / 2 ≤ recombinationSum e ∧
      recombinationSum e ≤ Real.log (1 + 1 / e) / 2 + 1 / (1 + e) := by
  have hs := summable_kramersTerm he
  constructor
  · exact hasSum_le (fun k => (primitive_step_bounds he.le (by positivity)).2)
      (hasSum_primitive_steps he) hs.hasSum
  · -- split off the ground shell and compare the others with the integral
    have h1 := hasSum_le (fun k : ℕ => by
      push_cast
      exact (primitive_step_bounds he.le (by positivity)).1)
      ((summable_nat_add_iff 1).2 hs).hasSum (hasSum_primitive_steps he)
    have h2 := hs.tsum_eq_zero_add
    have h3 : kramersTerm e (((0 : ℕ) : ℝ) + 1) = 1 / (1 + e) := by simp [kramersTerm]
    rw [h3] at h2
    unfold recombinationSum
    linarith

/-- The excess of a shell is nonnegative and at most `3 / x ^ 2`, whatever the electron energy. -/
theorem shellExcess_bounds {e x : ℝ} (he : 0 ≤ e) (hx : 0 < x) :
    0 ≤ shellExcess e x ∧ shellExcess e x ≤ 3 / x ^ 2 := by
  obtain ⟨h1, h2⟩ := primitive_step_bounds he hx
  have h3 : 3 / (x * (x + 1)) - (kramersTerm e x - kramersTerm e (x + 1)) =
      (2 + e * (3 * x ^ 2 + 3 * x + 2) + 3 * e ^ 2 * x ^ 2 * (x + 1) ^ 2) /
        (x * (x + 1) * (1 + x ^ 2 * e) * (1 + (x + 1) ^ 2 * e)) := by
    have hA : 1 + x ^ 2 * e ≠ 0 := by positivity
    have hB : 1 + (x + 1) ^ 2 * e ≠ 0 := by positivity
    unfold kramersTerm
    field_simp
    ring
  have h4 : 0 ≤ 3 / (x * (x + 1)) - (kramersTerm e x - kramersTerm e (x + 1)) := by
    rw [h3]
    positivity
  have h5 : 3 / (x * (x + 1)) ≤ 3 / x ^ 2 :=
    div_le_div_of_nonneg_left (by norm_num) (by positivity) (by nlinarith)
  unfold shellExcess
  constructor <;> linarith

/-- At zero electron energy the shell excesses add up to the Euler–Mascheroni constant. -/
theorem hasSum_shellExcess_zero :
    HasSum (fun k : ℕ => shellExcess 0 ((k : ℝ) + 1)) Real.eulerMascheroniConstant := by
  rw [hasSum_iff_tendsto_nat_of_nonneg
    (fun k => (shellExcess_bounds le_rfl (by positivity)).1)]
  refine Real.tendsto_eulerMascheroniSeq.congr (fun n => ?_)
  induction n with
  | zero => simp [Real.eulerMascheroniSeq]
  | succ n ih =>
    rw [Finset.sum_range_succ, ← ih]
    simp only [Real.eulerMascheroniSeq, harmonic_succ, shellExcess, kramersTerm,
      kramersPrimitive, mul_zero, add_zero, Real.log_one, mul_one, zero_div, sub_zero, one_div]
    push_cast
    ring

/-- As the electron energy tends to zero from above, the recombination sum minus
`log (1 / e) / 2` tends to the Euler–Mascheroni constant. -/
theorem tendsto_recombinationSum_sub_log :
    Tendsto (fun e => recombinationSum e - Real.log (1 / e) / 2) (𝓝[>] 0)
      (𝓝 Real.eulerMascheroniConstant) := by
  -- dominated convergence for the sum of excesses
  have h : Tendsto (fun e => ∑' k : ℕ, shellExcess e ((k : ℝ) + 1)) (𝓝[>] 0)
      (𝓝 Real.eulerMascheroniConstant) := by
    rw [← hasSum_shellExcess_zero.tsum_eq]
    apply tendsto_tsum_of_dominated_convergence (bound := fun k : ℕ => 3 / ((k : ℝ) + 1) ^ 2)
    · have h2 := (summable_nat_add_iff (f := fun n : ℕ => 1 / (n : ℝ) ^ 2) 1).2
        (Real.summable_one_div_nat_pow.2 (by norm_num))
      simpa [div_eq_mul_inv] using h2.mul_left 3
    · intro k
      have hk : (0 : ℝ) < (k : ℝ) + 1 := by positivity
      have hlog : ∀ x : ℝ, ContinuousAt (fun e : ℝ => kramersPrimitive e x) 0 := fun x =>
        continuousAt_const.sub
          ((ContinuousAt.log (by fun_prop) (by simp)).div_const 2)
      have hterm : ContinuousAt (fun e : ℝ => kramersTerm e ((k : ℝ) + 1)) 0 :=
        ContinuousAt.div continuousAt_const (by fun_prop) (by simpa using hk.ne')
      exact (hterm.sub ((hlog _).sub (hlog _))).tendsto.mono_left nhdsWithin_le_nhds
    · filter_upwards [self_mem_nhdsWithin] with e he k
      have hb := shellExcess_bounds (le_of_lt he) (show (0 : ℝ) < (k : ℝ) + 1 by positivity)
      rw [Real.norm_eq_abs, abs_of_nonneg hb.1]
      exact hb.2
  have hl : Tendsto (fun e : ℝ => Real.log (1 + e) / 2) (𝓝[>] 0) (𝓝 0) := by
    have hc : ContinuousAt (fun e : ℝ => Real.log (1 + e) / 2) 0 :=
      (ContinuousAt.log (by fun_prop) (by simp)).div_const 2
    simpa using hc.tendsto.mono_left nhdsWithin_le_nhds
  have hsum := h.add hl
  rw [add_zero] at hsum
  refine hsum.congr' ?_
  filter_upwards [self_mem_nhdsWithin] with e he
  have he' : 0 < e := he
  have h1 : ∑' k : ℕ, shellExcess e ((k : ℝ) + 1) =
      recombinationSum e - Real.log (1 + 1 / e) / 2 :=
    ((summable_kramersTerm he').hasSum.sub (hasSum_primitive_steps he')).tsum_eq
  have h2 : 1 + 1 / e = (1 + e) / e := by
    rw [add_div, div_self he'.ne', add_comm]
  rw [h1, h2, Real.log_div (by positivity) he'.ne', one_div, Real.log_inv]
  ring

/-- As the electron energy tends to zero from above, the ratio of the recombination sum to
`log (1 / e)` tends to one half. -/
theorem tendsto_recombinationSum_div_log :
    Tendsto (fun e => recombinationSum e / Real.log (1 / e)) (𝓝[>] 0) (𝓝 (1 / 2)) := by
  have hL : Tendsto (fun e : ℝ => Real.log (1 / e)) (𝓝[>] 0) atTop := by
    simp_rw [one_div, Real.log_inv]
    exact tendsto_neg_atBot_atTop.comp Real.tendsto_log_nhdsGT_zero
  have h := (tendsto_recombinationSum_sub_log.div_atTop hL).add_const (1 / 2)
  rw [zero_add] at h
  refine h.congr' ?_
  filter_upwards [hL.eventually_gt_atTop 0] with e he
  rw [sub_div, div_right_comm, div_self he.ne']
  ring

end

end KramersRecombination
```

```lean
#print axioms KramersRecombination.kramersTerm_mul_photonEnergy
#print axioms KramersRecombination.recombinationSum_bounds
#print axioms KramersRecombination.tendsto_recombinationSum_div_log
```

```
'KramersRecombination.kramersTerm_mul_photonEnergy' depends on axioms: [propext, Classical.choice, Quot.sound]
'KramersRecombination.recombinationSum_bounds' depends on axioms: [propext, Classical.choice, Quot.sound]
'KramersRecombination.tendsto_recombinationSum_div_log' depends on axioms: [propext, Classical.choice, Quot.sound]
```

## How the Lean proof follows the calculation

`kramersTerm_mul_photonEnergy` ties the summand to the photon energy by showing that $f_e(x)\,x^3(e+1/x^2)=1$. `hasDerivAt_kramersPrimitive` is the derivative of $P_e$.

In `primitive_step_bounds`, the local fact `anti` says that the strength decreases with shell number, and `exists_hasDerivAt_eq_slope` is the mean value theorem that supplies $c$.

`hasSum_primitive_steps` proves the telescoping formula by induction (`hs`), rewrites the primitive through the photon energy (`hP`), and takes the limit. Since the increments are nonnegative, convergence of the partial sums is enough.

`summable_kramersTerm` compares the strengths from the second shell onward with these increments; restoring the first shell does not affect convergence. `recombinationSum_bounds` sums the two inequalities, splitting off the ground shell for the upper bound, which is where $1/(1+e)$ comes from.

In `shellExcess_bounds`, the identity `h3` writes $3/(x(x+1))$ minus the drop in strength as a fraction with no negative terms, and `positivity` then settles the sign. `hasSum_shellExcess_zero` identifies the partial sums at zero energy with Mathlib's sequence for $\gamma$.

`tendsto_recombinationSum_sub_log` applies `tendsto_tsum_of_dominated_convergence`. Its three conditions are the summable bound $3/(k+1)^2$, the limit of each excess, and the bound on the excesses at positive energies. The term $\tfrac12\ln(1+e)$ is handled separately by `hl`. The last theorem divides by the diverging logarithm using `div_atTop` and adds back the one half.
